# The two regimes of Lindhard absorption as areas of an annulus and a disc

To compute how strongly a three-dimensional non-interacting electron gas at zero temperature absorbs momentum $q$ and energy $\omega$, one integrates over occupied momenta $k$ whose shifted partner $k+q$ is empty, with a delta function for energy conservation. The delta function fixes the momentum component along $q$, and what remains is an area in the transverse plane. Divided by $q$, this area is, up to constant factors, the imaginary part of the Lindhard function.

In units $\hbar=m=1$, with $q>0$, $\omega\ge 0$, Fermi momentum $k_F$ and $a=\omega/q-q/2$, the area is zero if $|a|>k_F$, and otherwise

$$
A=\begin{cases}2\pi\omega, & a+q\le k_F,\\ \pi(k_F^2-a^2), & |a|\le k_F\le a+q.\end{cases}
$$

## Momenta, energies and the slice

```lean
import Mathlib

open MeasureTheory

namespace LindhardAbsorption

noncomputable section
```

This loads Mathlib and opens its measure theory. Below, `volume` is Lebesgue measure: area on `ℝ × ℝ`, volume on `ℝ × (ℝ × ℝ)`.

```lean
/-- Longitudinal momentum `ω/q - q/2` of an electron that absorbs momentum `q` and
energy `ω`, in units `ħ = m = 1`, for `q ≠ 0`. -/
def resonantMomentum (q ω : ℝ) : ℝ := ω / q - q / 2
```

`resonantMomentum q ω` is the number $a$. At this point it is only a formula; its physical meaning is proved below.

```lean
/-- Kinetic energy gained when the momentum `k` is shifted by `q` along the first axis. -/
def pairEnergy (q : ℝ) (k : ℝ × (ℝ × ℝ)) : ℝ :=
  ((k.1 + q) ^ 2 + k.2.1 ^ 2 + k.2.2 ^ 2) / 2 - (k.1 ^ 2 + k.2.1 ^ 2 + k.2.2 ^ 2) / 2
```

A momentum is $k=(z,(x,y))$, with $z$ along the momentum transfer. Lean writes `k.1` for $z$, `k.2.1` for $x$ and `k.2.2` for $y$. The function is the kinetic energy after the shift minus the kinetic energy before it, for a parabolic band.

```lean
/-- Transverse momenta for which the state with longitudinal momentum `z` is inside the
Fermi sphere and the state with longitudinal momentum `z + q` is outside. -/
def transitionSlice (q kF z : ℝ) : Set (ℝ × ℝ) :=
  {p | p.1 ^ 2 + p.2 ^ 2 + z ^ 2 ≤ kF ^ 2 ∧ kF ^ 2 < p.1 ^ 2 + p.2 ^ 2 + (z + q) ^ 2}
```

At fixed $z$, this is the set of transverse momenta $(x,y)$ with

$$x^2+y^2+z^2\le k_F^2<x^2+y^2+(z+q)^2 .$$

The first inequality says that $k$ is occupied, the second that $k+q$ is empty. The Fermi surface is sharp, and spin is not counted.

```lean
/-- Occupied momenta whose shift by `q` is empty and whose pair energy lies in `W`. -/
def pairStates (q kF : ℝ) (W : Set ℝ) : Set (ℝ × (ℝ × ℝ)) :=
  {k | k.2 ∈ transitionSlice q kF k.1 ∧ pairEnergy q k ∈ W}
```

`pairStates q kF W` collects the three-dimensional momenta that satisfy both occupation conditions and whose pair energy lies in a set `W` of energies.

## Energy conservation fixes one component

```lean
/-- The resonant momentum satisfies `q a = ω - q²/2`. -/
theorem mul_resonantMomentum {q : ℝ} (hq : q ≠ 0) (ω : ℝ) :
    q * resonantMomentum q ω = ω - q ^ 2 / 2 := by
  unfold resonantMomentum
  rw [mul_sub, mul_div_cancel₀ _ hq]
  ring
```

Multiplying the definition of $a$ by $q$ gives $qa=\omega-q^2/2$. The argument `hq` is the hypothesis $q\ne0$, which permits the cancellation.

```lean
/-- Energy conservation: the pair energy is `ω` exactly when the longitudinal momentum
is the resonant one. -/
theorem pairEnergy_eq_iff {q : ℝ} (hq : q ≠ 0) (ω : ℝ) (k : ℝ × (ℝ × ℝ)) :
    pairEnergy q k = ω ↔ k.1 = resonantMomentum q ω := by
  have hE : pairEnergy q k = q * k.1 + q ^ 2 / 2 := by
    unfold pairEnergy
    ring
  have ha := mul_resonantMomentum hq ω
  rw [hE]
  constructor
  · intro h
    apply mul_left_cancel₀ hq
    linarith
  · intro h
    rw [h]
    linarith
```

By hand, the transverse terms cancel:

$$\tfrac12\left[(z+q)^2-z^2\right]=qz+\tfrac12q^2 .$$

Since $q\ne0$ is assumed, this equals $\omega$ exactly when $z=a$. In the proof, `hE` is the displayed identity, checked by `ring`, and the two bullets are the two directions of `↔`. The tactic `linarith` does the remaining linear arithmetic.

## From a disc to the slice

```lean
/-- The planar set `x² + y² ≤ R` has area `πR`, read as zero for negative `R`. -/
theorem disc_area (R : ℝ) :
    volume {p : ℝ × ℝ | p.1 ^ 2 + p.2 ^ 2 ≤ R} = ENNReal.ofReal (Real.pi * R) := by
  rcases lt_or_ge R 0 with h | h
  · have he : {p : ℝ × ℝ | p.1 ^ 2 + p.2 ^ 2 ≤ R} = ∅ := by
      ext p
      simp only [Set.mem_ofPred_eq, Set.mem_empty_iff_false, iff_false, not_le]
      nlinarith [sq_nonneg p.1, sq_nonneg p.2]
    rw [he, measure_empty, ENNReal.ofReal_of_nonpos]
    nlinarith [mul_pos Real.pi_pos (neg_pos.2 h)]
  · -- identify the plane with the complex numbers
    have hb : Complex.measurableEquivRealProd ⁻¹' {p : ℝ × ℝ | p.1 ^ 2 + p.2 ^ 2 ≤ R}
        = Metric.closedBall 0 (√R) := by
      ext z
      have hn : ‖z‖ ^ 2 = z.re ^ 2 + z.im ^ 2 := by
        rw [Complex.sq_norm, Complex.normSq_apply]
        ring
      simp only [Set.mem_preimage, Set.mem_ofPred_eq, Complex.measurableEquivRealProd_apply,
        mem_closedBall_zero_iff]
      constructor
      · intro h'
        have h2 : ‖z‖ ^ 2 ≤ R := by
          rw [hn]
          exact h'
        have h3 := Real.sqrt_le_sqrt h2
        rwa [Real.sqrt_sq (norm_nonneg z)] at h3
      · intro h'
        have h2 := pow_le_pow_left₀ (norm_nonneg z) h' 2
        rw [Real.sq_sqrt h, hn] at h2
        exact h2
    rw [← Complex.volume_preserving_equiv_real_prod.measure_preimage_equiv, hb,
      Complex.volume_closedBall, ← ENNReal.ofReal_coe_nnreal (p := NNReal.pi),
      NNReal.coe_real_pi, ← ENNReal.ofReal_pow (Real.sqrt_nonneg R), Real.sq_sqrt h,
      ← ENNReal.ofReal_mul h, mul_comm]
```

The set $x^2+y^2\le R$ is a disc of radius $\sqrt R$ with area $\pi R$, or empty if $R<0$. Measures in Lean take values in $[0,\infty]$, and `ENNReal.ofReal` sends a real number there, replacing negative numbers by zero. One formula therefore covers both cases, which `rcases` treats separately.

The area proof turns on a device in the second case. Mathlib's distance on `ℝ × ℝ` is the larger of the two coordinate differences, so a ball there is a square. In the complex numbers the distance is Euclidean, and `Complex.volume_closedBall` supplies the area of a round disc. The map `Complex.measurableEquivRealProd` sends a complex number to its real and imaginary parts, and `Complex.volume_preserving_equiv_real_prod` says that it preserves area. The proof shows in `hb` that the planar disc corresponds to the complex ball of radius $\sqrt R$, and carries the known area across.

```lean
/-- Area of the planar set `s < x² + y² ≤ t`, with a negative value read as zero. -/
theorem annulus_area (s t : ℝ) :
    volume {p : ℝ × ℝ | s < p.1 ^ 2 + p.2 ^ 2 ∧ p.1 ^ 2 + p.2 ^ 2 ≤ t}
      = ENNReal.ofReal (Real.pi * (t - max s 0)) := by
  rcases lt_or_ge s 0 with hs | hs
  · rw [max_eq_right hs.le, sub_zero, ← disc_area]
    refine congrArg (fun A => volume A) (Set.ext fun p => ?_)
    exact ⟨fun h => h.2, fun h => ⟨by nlinarith [sq_nonneg p.1, sq_nonneg p.2], h⟩⟩
  rw [max_eq_left hs]
  rcases lt_or_ge t s with ht | ht
  · have he : {p : ℝ × ℝ | s < p.1 ^ 2 + p.2 ^ 2 ∧ p.1 ^ 2 + p.2 ^ 2 ≤ t} = ∅ := by
      ext p
      simp only [Set.mem_ofPred_eq, Set.mem_empty_iff_false, iff_false]
      rintro ⟨h1, h2⟩
      linarith
    rw [he, measure_empty, ENNReal.ofReal_of_nonpos]
    nlinarith [mul_pos Real.pi_pos (sub_pos.2 ht)]
  · -- large disc minus small disc
    have hd : {p : ℝ × ℝ | s < p.1 ^ 2 + p.2 ^ 2 ∧ p.1 ^ 2 + p.2 ^ 2 ≤ t}
        = {p : ℝ × ℝ | p.1 ^ 2 + p.2 ^ 2 ≤ t} \ {p : ℝ × ℝ | p.1 ^ 2 + p.2 ^ 2 ≤ s} := by
      ext p
      exact ⟨fun h => ⟨h.2, not_le_of_gt h.1⟩, fun h => ⟨lt_of_not_ge h.2, h.1⟩⟩
    have hm : MeasurableSet {p : ℝ × ℝ | p.1 ^ 2 + p.2 ^ 2 ≤ s} :=
      measurableSet_le (by fun_prop) (by fun_prop)
    have hsub : {p : ℝ × ℝ | p.1 ^ 2 + p.2 ^ 2 ≤ s} ⊆ {p : ℝ × ℝ | p.1 ^ 2 + p.2 ^ 2 ≤ t} := by
      intro p hp
      simp only [Set.mem_ofPred_eq] at hp ⊢
      linarith
    have hfin : volume {p : ℝ × ℝ | p.1 ^ 2 + p.2 ^ 2 ≤ s} ≠ ⊤ := by
      rw [disc_area]
      exact ENNReal.ofReal_ne_top
    rw [hd, MeasureTheory.measure_sdiff hsub hm.nullMeasurableSet hfin, disc_area, disc_area, mul_sub,
      ENNReal.ofReal_sub _ (mul_nonneg Real.pi_pos.le hs)]
```

The set $s<x^2+y^2\le t$ is a large disc minus a small one, with area $\pi(t-s)$ when $0\le s\le t$. If $s<0$, the lower bound excludes nothing and the area is that of the large disc. If $0\le s$ and $t<s$, the set is empty. The expression $t-\max(s,0)$, with negative values read as zero, combines these cases, and the proof goes through them in turn.

```lean
/-- Area of the transition slice at any longitudinal momentum `z`, with a negative
value read as zero. -/
theorem transitionSlice_area (q kF z : ℝ) :
    volume (transitionSlice q kF z) = ENNReal.ofReal
      (Real.pi * (kF ^ 2 - z ^ 2 - max (kF ^ 2 - (z + q) ^ 2) 0)) := by
  rw [← annulus_area]
  refine congrArg (fun A => volume A) (Set.ext fun p => ?_)
  constructor
  · rintro ⟨h1, h2⟩
    exact ⟨by linarith, by linarith⟩
  · rintro ⟨h1, h2⟩
    exact ⟨by linarith, by linarith⟩
```

Moving the longitudinal terms to the other side turns the slice into

$$k_F^2-(z+q)^2<x^2+y^2\le k_F^2-z^2 .$$

This is the previous set with $s=k_F^2-(z+q)^2$ and $t=k_F^2-z^2$. The formula holds at every $z$. In particular, it gives zero when $|z|>|k_F|$, since no occupied state has such a longitudinal momentum.

## The two regimes

```lean
/-- The two regimes of Lindhard absorption: with `a = ω/q - q/2`, the slice of allowed
transitions has area `2πω` if `a + q ≤ kF`, and `π(kF² - a²)` if `|a| ≤ kF ≤ a + q`. -/
theorem lindhard_absorption_area {q kF ω : ℝ} (hq : 0 < q) (hω : 0 ≤ ω) :
    (resonantMomentum q ω + q ≤ kF →
      volume.real (transitionSlice q kF (resonantMomentum q ω)) = 2 * Real.pi * ω) ∧
    (|resonantMomentum q ω| ≤ kF → kF ≤ resonantMomentum q ω + q →
      volume.real (transitionSlice q kF (resonantMomentum q ω))
        = Real.pi * (kF ^ 2 - resonantMomentum q ω ^ 2)) := by
  have ha := mul_resonantMomentum hq.ne' ω
  have h0 : 0 ≤ resonantMomentum q ω + q := by
    have := div_nonneg hω hq.le
    unfold resonantMomentum
    linarith
  constructor
  · intro h
    have h1 := pow_le_pow_left₀ h0 h 2
    -- the squared radii differ by twice the energy
    have h2 : Real.pi * (kF ^ 2 - resonantMomentum q ω ^ 2
        - (kF ^ 2 - (resonantMomentum q ω + q) ^ 2)) = 2 * Real.pi * ω := by
      linear_combination 2 * Real.pi * ha
    rw [Measure.real, transitionSlice_area, max_eq_left (sub_nonneg.2 h1), h2,
      ENNReal.toReal_ofReal (by positivity)]
  · intro h h'
    have h1 := pow_le_pow_left₀ ((abs_nonneg _).trans h) h' 2
    have h2 := sq_le_sq' (abs_le.1 h).1 (abs_le.1 h).2
    rw [Measure.real, transitionSlice_area, max_eq_right (sub_nonpos.2 h1), sub_zero,
      ENNReal.toReal_ofReal (mul_nonneg Real.pi_pos.le (sub_nonneg.2 h2))]
```

The hypotheses are $q>0$ and $\omega\ge0$. The symbol `∧` joins two statements, one per regime, and each `→` puts a condition before its conclusion. Positivity of $k_F$ is not assumed: the first condition implies it, and the second allows $k_F=0$ only when $a=0$, where the area is zero. The notation `volume.real` gives the area as an ordinary real number.

The derivation starts from

$$a+q=\frac{\omega}{q}+\frac q2>0,\qquad (a+q)^2-a^2=2qa+q^2=2\omega .$$

If $a+q\le k_F$, squaring gives $(a+q)^2\le k_F^2$. The inner squared radius $k_F^2-(a+q)^2$ is then nonnegative, and

$$A=\pi\left[(k_F^2-a^2)-(k_F^2-(a+q)^2)\right]=2\pi\omega .$$

The Fermi momentum drops out because both squared radii contain it equally. At $\omega=0$ the annulus is empty.

If $|a|\le k_F\le a+q$, squaring gives $k_F^2\le(a+q)^2$. The inner bound removes at most the centre, which has no area. What remains is a disc of squared radius $k_F^2-a^2\ge0$, so $A=\pi(k_F^2-a^2)$. At the border $k_F=a+q$ the two formulas agree.

In Lean, `h0` records $a+q\ge0$, which justifies the squaring in the first regime; in the second, $0\le|a|\le k_F$ does. `max_eq_left` and `max_eq_right` then select the regime by resolving the maximum, and `linear_combination` obtains $2\pi\omega$ from $qa=\omega-q^2/2$.

## The delta function as a change of variable

```lean
/-- The volume of pair states with energy in a window `W` is the integral over `W` of
the slice area divided by `q`. -/
theorem volume_pairStates {q : ℝ} (hq : 0 < q) (kF : ℝ) {W : Set ℝ}
    (hW : MeasurableSet W) :
    volume (pairStates q kF W) = ∫⁻ ω in W, ENNReal.ofReal (1 / q) *
      volume (transitionSlice q kF (resonantMomentum q ω)) := by
  have hEm : Measurable (pairEnergy q) := by
    unfold pairEnergy
    fun_prop
  have h1 : MeasurableSet {k : ℝ × (ℝ × ℝ) | k.2.1 ^ 2 + k.2.2 ^ 2 + k.1 ^ 2 ≤ kF ^ 2} :=
    measurableSet_le (by fun_prop) (by fun_prop)
  have h2 : MeasurableSet
      {k : ℝ × (ℝ × ℝ) | kF ^ 2 < k.2.1 ^ 2 + k.2.2 ^ 2 + (k.1 + q) ^ 2} :=
    measurableSet_lt (by fun_prop) (by fun_prop)
  have hS : MeasurableSet (pairStates q kF W) := (h1.inter h2).inter (hEm hW)
  have himg : ∀ z (p : ℝ × ℝ), z ∈ resonantMomentum q '' W ↔ pairEnergy q (z, p) ∈ W := by
    intro z p
    constructor
    · rintro ⟨ω, hω, h⟩
      rw [(pairEnergy_eq_iff hq.ne' ω (z, p)).2 h.symm]
      exact hω
    · intro h
      exact ⟨_, h, ((pairEnergy_eq_iff hq.ne' _ (z, p)).1 rfl).symm⟩
  have hm : MeasurableSet (resonantMomentum q '' W) := by
    have he : resonantMomentum q '' W = (fun z => pairEnergy q (z, (0, 0))) ⁻¹' W :=
      Set.ext fun z => himg z (0, 0)
    rw [he]
    exact (hEm.comp (by fun_prop : Measurable fun z : ℝ => (z, ((0 : ℝ), (0 : ℝ))))) hW
  -- slice the volume at fixed longitudinal momentum
  have hF : volume (pairStates q kF W)
      = ∫⁻ z, volume (Prod.mk z ⁻¹' pairStates q kF W) := Measure.prod_apply hS
  have hI : ∀ z, volume (Prod.mk z ⁻¹' pairStates q kF W)
      = (resonantMomentum q '' W).indicator (fun z => volume (transitionSlice q kF z)) z := by
    intro z
    by_cases hz : z ∈ resonantMomentum q '' W
    · rw [Set.indicator_of_mem hz]
      refine congrArg (fun A => volume A) (Set.ext fun p => ?_)
      exact ⟨fun h => h.1, fun h => ⟨h, (himg z p).1 hz⟩⟩
    · rw [Set.indicator_of_notMem hz]
      have he : Prod.mk z ⁻¹' pairStates q kF W = ∅ :=
        Set.eq_empty_of_forall_notMem fun p h => hz ((himg z p).2 h.2)
      rw [he, measure_empty]
  have hder : ∀ ω ∈ W, HasDerivWithinAt (resonantMomentum q) (1 / q) W ω := fun ω _ =>
    (((hasDerivAt_id ω).div_const q).sub_const (q / 2)).hasDerivWithinAt
  have hinj : Set.InjOn (resonantMomentum q) W := by
    intro x _ y _ h
    have hx := mul_resonantMomentum hq.ne' x
    have hy := mul_resonantMomentum hq.ne' y
    rw [h] at hx
    linarith
  -- change variable from longitudinal momentum to energy
  rw [hF, lintegral_congr hI, lintegral_indicator hm,
    lintegral_image_eq_lintegral_abs_deriv_mul hW hder hinj,
    abs_of_pos (one_div_pos.2 hq)]
```

For $q>0$ and every measurable set $W$ of energies, the theorem says

$$\operatorname{vol}\{\text{pair states with energy in }W\}=\int_W \frac{A(\omega)}{q}\,d\omega ,$$

where $A(\omega)$ is the area of the slice at $z=a(\omega)$. This expresses the energy delta function without using distributions: $A(\omega)/q$ is the density of pair states in energy. Prefactors and the real part of the response are not treated.

By hand, first integrate over the transverse plane at fixed $z$. The pair energy depends only on $z$, so the section is either the whole transition slice, when that energy lies in $W$, or empty. Then substitute $z=\omega/q-q/2$, so that $dz=d\omega/q$.

The proof follows this order. `hF` is Fubini's theorem in the form `Measure.prod_apply`, and `hI` describes the sections. `hder` and `hinj` supply the derivative $1/q$ and the injectivity that the change of variable needs. The sign `∫⁻` denotes the integral of a function with values in $[0,\infty]$.

```lean
/-- If `Ω/q + q/2 ≤ kF`, the pair states with energy between `0` and `Ω` fill the
volume `πΩ²/q` in momentum space. -/
theorem volume_pairStates_low_energy {q kF Ω : ℝ} (hq : 0 < q) (hΩ : 0 ≤ Ω)
    (h : Ω / q + q / 2 ≤ kF) :
    volume (pairStates q kF (Set.Icc 0 Ω)) = ENNReal.ofReal (Real.pi * Ω ^ 2 / q) := by
  have hc : ∀ ω ∈ Set.Icc 0 Ω, ENNReal.ofReal (1 / q) *
      volume (transitionSlice q kF (resonantMomentum q ω))
        = ENNReal.ofReal (2 * Real.pi / q * ω) := by
    intro ω hω
    have hle : ω / q ≤ Ω / q := div_le_div_of_nonneg_right hω.2 hq.le
    have hr : resonantMomentum q ω + q ≤ kF := by
      unfold resonantMomentum
      linarith
    have hfin : volume (transitionSlice q kF (resonantMomentum q ω)) ≠ ⊤ := by
      rw [transitionSlice_area]
      exact ENNReal.ofReal_ne_top
    have hA := (lindhard_absorption_area hq hω.1).1 hr
    rw [Measure.real] at hA
    rw [← ENNReal.ofReal_toReal hfin, hA, ← ENNReal.ofReal_mul (one_div_pos.2 hq).le]
    congr 1
    ring
  have hint : IntegrableOn (fun ω : ℝ => 2 * Real.pi / q * ω) (Set.Icc 0 Ω) :=
    (by fun_prop : Continuous fun ω : ℝ => 2 * Real.pi / q * ω).continuousOn.integrableOn_Icc
  have hnn : 0 ≤ᵐ[volume.restrict (Set.Icc 0 Ω)] fun ω : ℝ => 2 * Real.pi / q * ω := by
    filter_upwards [ae_restrict_mem measurableSet_Icc] with ω hω
    exact mul_nonneg (by positivity) hω.1
  rw [volume_pairStates hq kF measurableSet_Icc, setLIntegral_congr_fun measurableSet_Icc hc,
    ← ofReal_integral_eq_lintegral_ofReal hint hnn, integral_Icc_eq_integral_Ioc,
    ← intervalIntegral.integral_of_le hΩ, intervalIntegral.integral_const_mul, integral_id]
  congr 1
  ring

end

end LindhardAbsorption
```

The theorem assumes $q>0$ and $\Omega\ge0$. The condition $\Omega/q+q/2\le k_F$ says that $a(\Omega)+q\le k_F$. Since $a(\omega)$ increases with $\omega$, every energy in $[0,\Omega]$ lies in the first regime, and

$$\int_0^\Omega\frac{2\pi\omega}{q}\,d\omega=\frac{\pi\Omega^2}{q}.$$

`hc` replaces the integrand by $2\pi\omega/q$ throughout the interval. The closing rewrites turn the integral into an ordinary one and evaluate it with `integral_id`, the integral of $\omega$.

```lean
#print axioms LindhardAbsorption.lindhard_absorption_area
-- 'LindhardAbsorption.lindhard_absorption_area' depends on axioms: [propext, Classical.choice, Quot.sound]
#print axioms LindhardAbsorption.volume_pairStates_low_energy
-- 'LindhardAbsorption.volume_pairStates_low_energy' depends on axioms: [propext, Classical.choice, Quot.sound]
```
